# The adiabatic Fan sum over gapped states as a Sternheimer matrix element, with a bound on its phonon-frequency error

An electron of energy $e$ in a vibrating crystal is scattered by a phonon of frequency $w$ (with $\hbar = 1$) into an intermediate state of energy $e_m$ and back. In second order this shifts its energy by a sum over $m$ with denominators $e - e_m - w$ for emission and $e - e_m + w$ for absorption. The sum over high empty states converges slowly, but once $w$ is dropped from the denominators it can be obtained from one linear equation, the Sternheimer equation, whose solution contains the whole sum. The theorems below prove this identity for finitely many states and one phonon mode, and bound the error of dropping $w$ when every $e_m$ lies above $e$ by at least a gap $D > w$.

## States, couplings and the two sums

```lean
import Mathlib

open scoped InnerProductSpace
open ComplexConjugate

namespace FanSternheimer

noncomputable section

variable {E ι : Type*} [NormedAddCommGroup E] [InnerProductSpace ℂ E] [Fintype ι]
```

`E` is the state space, any complex vector space with an inner product; neither finite dimension nor completeness is assumed. `ι` is the finite set of labels $m$. It may be empty, and then all sums vanish.

```lean
/-- The map `Q v = ∑ ⟨ψ_m, v⟩ ψ_m`, the projector on the span of orthonormal states `ψ_m`. -/
def proj (ψ : ι → E) (v : E) : E := ∑ m, ⟪ψ m, v⟫_ℂ • ψ m
```

A family of vectors is a function `ψ : ι → E`, so `ψ m` is $\psi_m$. The bracket `⟪ψ m, v⟫_ℂ` is $\langle\psi_m, v\rangle$, antilinear in the first slot as in Dirac notation, and `•` multiplies a vector by a number. Hence `proj ψ v` is $Qv = \sum_m \langle\psi_m, v\rangle\psi_m$, which is a projector when the family is orthonormal.

```lean
/-- The coupling matrix elements `g_m = ⟨ψ_m, y⟩`. -/
def coupling (ψ : ι → E) (y : E) (m : ι) : ℂ := ⟪ψ m, y⟫_ℂ
```

The vector $y$ stands for the first-order change of the potential under the phonon displacement, applied to the initial electron state, with the zero-point amplitude absorbed. It is not normalised. The couplings are $g_m = \langle\psi_m, y\rangle$.

```lean
/-- The Sternheimer problem: `(e - H) x = Q y` with `Q x = x`. -/
def IsSternheimer (H : E →ₗ[ℂ] E) (ψ : ι → E) (e : ℝ) (y x : E) : Prop :=
  (e : ℂ) • x - H x = proj ψ y ∧ proj ψ x = x
```

`E →ₗ[ℂ] E` is the type of complex-linear maps defined on all of `E`, and $H$ is the one-electron Hamiltonian. A `Prop` is a statement, here the pair $(e - H)x = Qy$ and $Qx = x$ joined by `∧`. The notation `(e : ℂ)` reads the real number $e$ as a complex one. Nothing requires $e$ to be an eigenvalue of $H$.

```lean
/-- The sum over states `A = ∑ |g_m|² / (e - e_m)`. -/
def staticSum (g : ι → ℂ) (em : ι → ℝ) (e : ℝ) : ℝ := ∑ m, ‖g m‖ ^ 2 / (e - em m)
```

With `em m` for the real energy $e_m$, this is $A = \sum_m |g_m|^2/(e - e_m)$. Lean sets a quotient by zero to zero, and every theorem that uses $A$ excludes $e_m = e$ by hypothesis.

```lean
/-- The adiabatic Fan sum `S = (2n+1) A` at phonon occupation `n`. -/
def adiabaticFan (g : ι → ℂ) (em : ι → ℝ) (e n : ℝ) : ℝ := (2 * n + 1) * staticSum g em e
```

The adiabatic sum is $S = (2n+1)A$. The phonon occupation $n$ is a free real number, later restricted to $n \ge 0$, which includes every Bose–Einstein value.

```lean
/-- The dynamical Fan sum `∑ |g_m|² ((n+1)/(e - e_m - w) + n/(e - e_m + w))` at phonon
frequency `w`. -/
def dynamicalFan (g : ι → ℂ) (em : ι → ℝ) (e n w : ℝ) : ℝ :=
  ∑ m, ‖g m‖ ^ 2 * ((n + 1) / (e - em m - w) + n / (e - em m + w))
```

The dynamical sum is
$$F = \sum_m |g_m|^2\left(\frac{n+1}{e - e_m - w} + \frac{n}{e - e_m + w}\right),$$
and setting $w = 0$ gives $S$. This is the Fan self-energy of a single mode with all intermediate states empty: there are no Fermi factors, no imaginary broadening, no sum over phonon wavevectors and branches, and no Debye–Waller term. The formula is taken as a definition and is not derived from perturbation theory.

## Solving the Sternheimer equation by components

```lean
variable {H : E →ₗ[ℂ] E} {ψ : ι → E} {em : ι → ℝ} {e : ℝ} {x y : E}

/-- The projector `Q` keeps the components along the orthonormal states `ψ_m`. -/
theorem inner_proj (hψ : Orthonormal ℂ ψ) (v : E) (m : ι) :
    ⟪ψ m, proj ψ v⟫_ℂ = ⟪ψ m, v⟫_ℂ :=
  hψ.inner_right_fintype (fun k => ⟪ψ k, v⟫_ℂ) m
```

A theorem lists named hypotheses in parentheses, then the claim after the colon, then the proof after `:=`. Here `hψ` says $\langle\psi_m, \psi_k\rangle = \delta_{mk}$, and the claim is $\langle\psi_m, Qv\rangle = \sum_k \langle\psi_k, v\rangle\delta_{mk} = \langle\psi_m, v\rangle$. Mathlib's `inner_right_fintype` performs exactly this collapse of the sum.

```lean
/-- For orthonormal eigenvectors `ψ_m` of `H` with energies `e_m`, the components of a Sternheimer
solution obey `(e - e_m) ⟨ψ_m, x⟩ = ⟨ψ_m, y⟩`. -/
theorem sternheimer_coeff (hψ : Orthonormal ℂ ψ) (hH : ∀ m, H (ψ m) = (em m : ℂ) • ψ m)
    (hx : IsSternheimer H ψ e y x) (m : ι) :
    ((e : ℂ) - em m) * ⟪ψ m, x⟫_ℂ = ⟪ψ m, y⟫_ℂ := by
  -- expand x in the eigenvectors and apply H
  have hHx : H x = ∑ k, (⟪ψ k, x⟫_ℂ * em k) • ψ k :=
    calc H x = H (proj ψ x) := by rw [hx.2]
      _ = _ := by simp only [proj, map_sum, map_smul, hH, smul_smul]
  have h2 : ⟪ψ m, H x⟫_ℂ = ⟪ψ m, x⟫_ℂ * em m := by
    rw [hHx]
    exact hψ.inner_right_fintype (fun k => ⟪ψ k, x⟫_ℂ * em k) m
  have h3 : ⟪ψ m, (e : ℂ) • x - H x⟫_ℂ = ⟪ψ m, y⟫_ℂ := by rw [hx.1, inner_proj hψ]
  rw [inner_sub_right, inner_smul_right, h2] at h3
  linear_combination h3
```

The hypothesis `hH` says $H\psi_m = e_m\psi_m$. Write $c_m = \langle\psi_m, x\rangle$. Since $x = Qx = \sum_k c_k\psi_k$, linearity gives $Hx = \sum_k c_k e_k\psi_k$ (`hHx`, which rewrites with the constraint `hx.2`), so $\langle\psi_m, Hx\rangle = c_m e_m$ (`h2`). Projecting $(e - H)x = Qy$ on $\psi_m$ gives $\langle\psi_m, ex - Hx\rangle = g_m$ (`h3`), that is
$$(e - e_m)\,c_m = g_m .$$
The tactic `linear_combination h3` checks that this differs from `h3` only by algebra. $H$ acted only to the right, on the $\psi_k$, so hermiticity was not used.

```lean
/-- If `(e - e_m) ⟨ψ_m, x⟩ = ⟨ψ_m, y⟩` and `e_m ≠ e` for all `m`, then `⟨y, Q x⟩` is the sum
over states `A`. -/
theorem inner_proj_of_coeff (h : ∀ m, ((e : ℂ) - em m) * ⟪ψ m, x⟫_ℂ = ⟪ψ m, y⟫_ℂ)
    (hne : ∀ m, em m ≠ e) :
    ⟪y, proj ψ x⟫_ℂ = (staticSum (coupling ψ y) em e : ℂ) := by
  simp only [proj, inner_sum, inner_smul_right, staticSum, coupling]
  push_cast
  refine Finset.sum_congr rfl fun m _ => ?_
  have h0 : (e : ℂ) - em m ≠ 0 := sub_ne_zero.mpr (by exact_mod_cast (hne m).symm)
  have hc : ⟪ψ m, x⟫_ℂ = ⟪ψ m, y⟫_ℂ / ((e : ℂ) - em m) := by
    rw [eq_div_iff h0]
    linear_combination h m
  have hs : ⟪y, ψ m⟫_ℂ = conj ⟪ψ m, y⟫_ℂ := (inner_conj_symm y (ψ m)).symm
  rw [hc, hs, div_mul_eq_mul_div, Complex.mul_conj, Complex.normSq_eq_norm_sq,
    Complex.ofReal_pow]
```

Assume the component equation and $e_m \ne e$. Then $c_m = g_m/(e - e_m)$ (`hc`) and $\langle y, \psi_m\rangle = \overline{g_m}$ (`hs`), so
$$\langle y, Qx\rangle = \sum_m c_m \langle y, \psi_m\rangle = \sum_m \frac{g_m\overline{g_m}}{e - e_m} = A .$$
`Finset.sum_congr` reduces the equality of two sums to equality term by term. The claim is an equation between complex numbers, so it also says that $\langle y, Qx\rangle$ is real.

```lean
/-- For orthonormal eigenvectors `ψ_m` of `H` with energies `e_m` and `e` different from every
`e_m`, the Sternheimer problem has exactly one solution, `x = ∑ g_m / (e - e_m) ψ_m`. -/
theorem sternheimer_iff (hψ : Orthonormal ℂ ψ) (hH : ∀ m, H (ψ m) = (em m : ℂ) • ψ m)
    (hne : ∀ m, em m ≠ e) :
    IsSternheimer H ψ e y x ↔ x = ∑ m, (coupling ψ y m / ((e : ℂ) - em m)) • ψ m := by
  have h0 : ∀ m, (e : ℂ) - em m ≠ 0 := fun m =>
    sub_ne_zero.mpr (by exact_mod_cast (hne m).symm)
  constructor
  · intro hx
    calc x = proj ψ x := hx.2.symm
      _ = _ := by
        refine Finset.sum_congr rfl fun m _ => ?_
        congr 1
        rw [eq_div_iff (h0 m), coupling]
        linear_combination sternheimer_coeff hψ hH hx m
  · rintro rfl
    constructor
    · simp only [proj, coupling, map_sum, map_smul, hH, Finset.smul_sum, smul_smul,
        ← Finset.sum_sub_distrib, ← sub_smul]
      refine Finset.sum_congr rfl fun m _ => ?_
      congr 1
      rw [mul_comm (e : ℂ), ← mul_sub, div_mul_cancel₀ _ (h0 m)]
    · refine Finset.sum_congr rfl fun m _ => ?_
      congr 1
      exact hψ.inner_right_fintype (fun k => coupling ψ y k / ((e : ℂ) - em k)) m
```

The symbol `↔` means "if and only if": $x$ solves the problem exactly when $x = \sum_m \frac{g_m}{e - e_m}\psi_m$, so a solution exists and is unique. The first bullet of the proof inserts $c_m = g_m/(e - e_m)$ into $x = \sum_m c_m\psi_m$. The second substitutes the formula: $(e - H)x = \sum_m \frac{g_m}{e - e_m}(e - e_m)\psi_m = Qy$, and $Qx = x$ because the components of $x$ are its coefficients.

```lean
/-- For Hermitian `H` with orthonormal eigenvectors `ψ_m` of energies `e_m ≠ e`, any solution of `(e
- H) x = Q y`, in the range of `Q` or not, has `⟨y, Q x⟩ = A`. -/
theorem hermitian_unconstrained (hsym : H.IsSymmetric) (hψ : Orthonormal ℂ ψ)
    (hH : ∀ m, H (ψ m) = (em m : ℂ) • ψ m) (hne : ∀ m, em m ≠ e)
    (hx : (e : ℂ) • x - H x = proj ψ y) :
    ⟪y, proj ψ x⟫_ℂ = (staticSum (coupling ψ y) em e : ℂ) := by
  refine inner_proj_of_coeff (fun m => ?_) hne
  have h3 : ⟪ψ m, (e : ℂ) • x - H x⟫_ℂ = ⟪ψ m, y⟫_ℂ := by rw [hx, inner_proj hψ]
  -- let H act to the left
  rw [inner_sub_right, inner_smul_right, ← hsym (ψ m) x, hH, inner_smul_left,
    Complex.conj_ofReal] at h3
  linear_combination h3
```

`H.IsSymmetric` means $\langle Hu, v\rangle = \langle u, Hv\rangle$ for all vectors $u, v$. With it the constraint $Qx = x$ is not needed: $\langle\psi_m, Hx\rangle = \langle H\psi_m, x\rangle = e_m c_m$ because $e_m$ is real, which is the rewriting with `← hsym (ψ m) x` and `Complex.conj_ofReal`. The conclusion concerns $\langle y, Qx\rangle$ and not $\langle y, x\rangle$, since an eigenvector of $H$ at energy $e$ can be added to $x$ without disturbing the equation.

## The error of dropping the phonon frequency

```lean
/-- Two-sided bound on the dynamical minus the adiabatic term for one state with weight `a ≥ 0`
and energy denominator `u ≤ -D`. -/
theorem fan_term {a u n w D : ℝ} (ha : 0 ≤ a) (hn : 0 ≤ n) (hw : 0 < w) (hD : w < D)
    (hu : D ≤ -u) :
    n * w / (D - w) * (a / u) ≤ a * ((n + 1) / (u - w) + n / (u + w)) - (2 * n + 1) * (a / u) ∧
    a * ((n + 1) / (u - w) + n / (u + w)) - (2 * n + 1) * (a / u)
      ≤ -((n + 1) * w / (D + w)) * (a / u) := by
  obtain ⟨d, rfl⟩ : ∃ d, u = -d := ⟨-u, by ring⟩
  rw [neg_neg] at hu
  have hd : 0 < d := by linarith
  have hp : 0 < d + w := by linarith
  have hm : 0 < d - w := by linarith
  have hq : 0 ≤ a / d := div_nonneg ha hd.le
  -- emission and absorption corrections have opposite signs
  have key : a * ((n + 1) / (-d - w) + n / (-d + w)) - (2 * n + 1) * (a / -d)
      = (n + 1) * w / (d + w) * (a / d) - n * w / (d - w) * (a / d) := by
    rw [show -d - w = -(d + w) by ring, show -d + w = -(d - w) by ring]
    simp only [div_neg]
    have h1 := hd.ne'
    have h2 := hp.ne'
    have h3 := hm.ne'
    field_simp
    ring
  have A0 : 0 ≤ (n + 1) * w / (d + w) * (a / d) :=
    mul_nonneg (div_nonneg (by positivity) hp.le) hq
  have B0 : 0 ≤ n * w / (d - w) * (a / d) := mul_nonneg (div_nonneg (by positivity) hm.le) hq
  have A1 : (n + 1) * w / (d + w) * (a / d) ≤ (n + 1) * w / (D + w) * (a / d) :=
    mul_le_mul_of_nonneg_right
      (div_le_div_of_nonneg_left (by positivity) (by linarith) (by linarith)) hq
  have B1 : n * w / (d - w) * (a / d) ≤ n * w / (D - w) * (a / d) :=
    mul_le_mul_of_nonneg_right
      (div_le_div_of_nonneg_left (by positivity) (by linarith) (by linarith)) hq
  rw [key, div_neg]
  constructor <;> linarith
```

One state enters, with weight $a = |g_m|^2$ and denominator $u = e - e_m$. The gap $D$ is a lower bound on the excitation energy $d = -u$, and $w < D$ says that absorbing one phonon cannot lift the electron to the state, so no denominator vanishes. Subtract the static term channel by channel:
$$-\frac{n+1}{d+w} + \frac{n+1}{d} = \frac{(n+1)w}{d(d+w)}, \qquad -\frac{n}{d-w} + \frac{n}{d} = -\frac{nw}{d(d-w)} .$$
The difference is therefore $\alpha - \beta$ with $\alpha = \frac{(n+1)w}{d+w}\frac{a}{d}$ and $\beta = \frac{nw}{d-w}\frac{a}{d}$; this is `key`, proved by clearing denominators with `field_simp`. Both are nonnegative (`A0`, `B0`), and replacing $d$ by $D$ in $d \pm w$ can only enlarge them (`A1`, `B1`). Hence
$$-\frac{nw}{D-w}\frac{a}{d} \le -\beta \le \alpha - \beta \le \alpha \le \frac{(n+1)w}{D+w}\frac{a}{d},$$
which `linarith` assembles, and $a/u = -a/d$ accounts for the signs in the statement.

```lean
/-- For `e_m - e ≥ D > w > 0` and `n ≥ 0`, the dynamical minus the adiabatic Fan sum lies
between `-n w/(D-w) |A|` and `(n+1) w/(D+w) |A|`. -/
theorem fan_two_sided (g : ι → ℂ) {n w D : ℝ} (hn : 0 ≤ n) (hw : 0 < w) (hD : w < D)
    (hgap : ∀ m, D ≤ em m - e) :
    -(n * w / (D - w) * |staticSum g em e|) ≤ dynamicalFan g em e n w - adiabaticFan g em e n ∧
    dynamicalFan g em e n w - adiabaticFan g em e n
      ≤ (n + 1) * w / (D + w) * |staticSum g em e| := by
  have hA : staticSum g em e ≤ 0 := Finset.sum_nonpos fun m _ =>
    div_nonpos_of_nonneg_of_nonpos (by positivity) (by linarith [hgap m])
  have ht := fun m => fan_term (a := ‖g m‖ ^ 2) (u := e - em m) (by positivity) hn hw hD
    (by linarith [hgap m])
  have l : n * w / (D - w) * staticSum g em e
      ≤ dynamicalFan g em e n w - adiabaticFan g em e n := by
    simp only [dynamicalFan, adiabaticFan, staticSum, Finset.mul_sum, ← Finset.sum_sub_distrib]
    exact Finset.sum_le_sum fun m _ => (ht m).1
  have u : dynamicalFan g em e n w - adiabaticFan g em e n
      ≤ -((n + 1) * w / (D + w)) * staticSum g em e := by
    simp only [dynamicalFan, adiabaticFan, staticSum, Finset.mul_sum, ← Finset.sum_sub_distrib]
    exact Finset.sum_le_sum fun m _ => (ht m).2
  rw [abs_of_nonpos hA]
  constructor <;> linarith
```

For arbitrary couplings and $e_m - e \ge D$ for all $m$ (`hgap`),
$$-\frac{nw}{D-w}|A| \le F - S \le \frac{(n+1)w}{D+w}|A| .$$
`Finset.sum_le_sum` adds the one-state inequalities to give `l` and `u`, written with $A$. Every term of $A$ is nonpositive, so $A \le 0$ (`hA`) and $|A| = -A$.

The sign of the gap matters, and stating it as $|e_m - e| \ge D$ would make the bound false. Two states at $e \pm d$ with equal weight $a > 0$ have $A = 0$, while $F = 2aw/(d^2 - w^2) \ne 0$. Under $|e_m - e| \ge D$ the termwise estimate yields $\sum_m |g_m|^2/|e - e_m|$ in place of $|A|$, and the upper constant becomes $\frac{(n+1)w}{D-w}$, because for a state below $e$ it is the emission denominator $e - e_m - w$ that is small: at $n = 0$ a single state with $e - e_m = D$ already has $F - S = \frac{w}{D-w}|A|$.

```lean
/-- For orthonormal eigenvectors with `e_m - e ≥ D > w > 0`, `n ≥ 0` and a Sternheimer solution
`x`, the adiabatic Fan sum is `S = (2n+1) ⟨y, x⟩`, and the dynamical Fan sum differs from it by
at most `|S| w/(D-w)`. -/
theorem fan_sternheimer (hψ : Orthonormal ℂ ψ) (hH : ∀ m, H (ψ m) = (em m : ℂ) • ψ m)
    {n w D : ℝ} (hn : 0 ≤ n) (hw : 0 < w) (hD : w < D) (hgap : ∀ m, D ≤ em m - e)
    (hx : IsSternheimer H ψ e y x) :
    (adiabaticFan (coupling ψ y) em e n : ℂ) = (2 * n + 1) * ⟪y, x⟫_ℂ ∧
    |dynamicalFan (coupling ψ y) em e n w - adiabaticFan (coupling ψ y) em e n|
      ≤ |adiabaticFan (coupling ψ y) em e n| * w / (D - w) := by
  constructor
  · have h := inner_proj_of_coeff (sternheimer_coeff hψ hH hx)
      (fun m hm => by linarith [hgap m])
    rw [hx.2] at h
    rw [h]
    simp [adiabaticFan]
  · obtain ⟨l, u⟩ := fan_two_sided (coupling ψ y) hn hw hD hgap
    have hS : |adiabaticFan (coupling ψ y) em e n|
        = (2 * n + 1) * |staticSum (coupling ψ y) em e| := by
      rw [adiabaticFan, abs_mul, abs_of_nonneg (by positivity)]
    have hs := abs_nonneg (staticSum (coupling ψ y) em e)
    have p := mul_nonneg hn (mul_nonneg (div_nonneg hw.le (sub_pos.mpr hD).le) hs)
    have p' := mul_nonneg (div_nonneg hw.le (sub_pos.mpr hD).le) hs
    have r : w / (D + w) ≤ w / (D - w) :=
      div_le_div_of_nonneg_left hw.le (by linarith) (by linarith)
    have q := mul_le_mul_of_nonneg_left (mul_le_mul_of_nonneg_right r hs)
      (show 0 ≤ n + 1 by linarith)
    rw [hS, abs_le]
    simp only [mul_div_assoc] at l u ⊢
    constructor <;> nlinarith [p, p', q, l, u]
```

For orthonormal eigenvectors, $n \ge 0$, $0 < w < D \le e_m - e$ and a Sternheimer solution $x$,
$$S = (2n+1)\langle y, x\rangle, \qquad |F - S| \le |S|\,\frac{w}{D-w} .$$
For the first part the gap gives $e_m \ne e$, so $\langle y, Qx\rangle = A$, and $Qx = x$ removes $Q$. For the second put $t = \frac{w}{D-w}|A| \ge 0$ (`p'`). By `hS`, $|S| = (2n+1)|A|$, so the goal is $-(2n+1)t \le F - S \le (2n+1)t$. The lower side follows from $F - S \ge -nt$. For the upper side $\frac{w}{D+w} \le \frac{w}{D-w}$ (`r`) gives $F - S \le (n+1)t$ through `q`, and $nt \ge 0$ (`p`) finishes. The relative bound does not depend on $n$.

In a calculation of phonon-induced band shifts, this bounds, for one mode and a finite set of empty states above the gap, the error in their Fan sum from treating them adiabatically, relative to the adiabatic value; states below $e$ or within $w$ of it are not covered.

A formulation closer to the Sternheimer method as it is run would define $Q = 1 - P$, with $P$ the projector on the low states that are treated explicitly, and state the gap as $\langle v, (H - e)v\rangle \ge D\langle v, v\rangle$ on the range of $Q$. If the low states are eigenvectors of $H$, hermiticity then guarantees that this range is invariant under $H$, which can fail for a general linear map. In finite dimension the range is spanned by orthonormal eigenvectors and the present setting is recovered. This comparison, the remarks on the sign of the gap and the numerical values at the end are argued in the prose only.

## A three-level example

```lean
/-- A diagonal three-level Hamiltonian with levels `0, 2, 3`. -/
def modelH : EuclideanSpace ℂ (Fin 3) →ₗ[ℂ] EuclideanSpace ℂ (Fin 3) where
  toFun v := !₂[0, 2 * v 1, 3 * v 2]
  map_add' u v := by ext i; fin_cases i <;> simp <;> ring
  map_smul' c v := by ext i; fin_cases i <;> simp <;> ring
```

`EuclideanSpace ℂ (Fin 3)` is $\mathbb{C}^3$ with components $v_0, v_1, v_2$, and $H = \mathrm{diag}(0, 2, 3)$. The last two lines prove linearity.

```lean
/-- The two upper states of the three-level model. -/
def modelStates : Fin 2 → EuclideanSpace ℂ (Fin 3) := ![!₂[0, 1, 0], !₂[0, 0, 1]]
```

The states are $\psi_0 = (0,1,0)$ and $\psi_1 = (0,0,1)$, so $Q$ deletes the component $v_0$.

```lean
/-- The three-level model is Hermitian, its upper states are orthonormal eigenvectors with
energies `2, 3`, and `(0, -1/2, -1/3)` solves the Sternheimer problem at `e = 0`,
`y = (1, 1, 1)`. -/
theorem sternheimer_witness : modelH.IsSymmetric ∧ Orthonormal ℂ modelStates ∧
    (∀ m, modelH (modelStates m) = (((![2, 3] : Fin 2 → ℝ) m : ℝ) : ℂ) • modelStates m) ∧
    IsSternheimer modelH modelStates 0 !₂[1, 1, 1] !₂[0, -1 / 2, -1 / 3] := by
  refine ⟨fun u v => ?_, ?_, fun m => ?_, ?_, ?_⟩
  · simp [modelH, PiLp.inner_apply, Fin.sum_univ_succ, map_ofNat]
    ring
  · rw [orthonormal_iff_ite]
    intro i j
    rw [PiLp.inner_apply, Fin.sum_univ_three]
    fin_cases i <;> fin_cases j <;> simp [modelStates]
  · fin_cases m <;> ext i <;> fin_cases i <;> simp [modelH, modelStates]
  · ext i
    fin_cases i <;>
      simp [modelH, modelStates, proj, PiLp.inner_apply, Fin.sum_univ_succ] <;> norm_num
  · ext i
    fin_cases i <;> simp [modelStates, proj, PiLp.inner_apply, Fin.sum_univ_succ]

end

end FanSternheimer
```

The theorem states that $H$ is Hermitian, that the $\psi_m$ are orthonormal eigenvectors with $e_0 = 2$ and $e_1 = 3$, and that $x = (0, -\tfrac12, -\tfrac13)$ solves the problem at $e = 0$ with $y = (1,1,1)$. Indeed $-Hx = (0,1,1) = Qy$ and $Qx = x$, and the proof runs through the components with `fin_cases`. Here $A = \langle y, x\rangle = -\tfrac56$ and $D = 2$ is an admissible gap. With $w = 1$ and $n = 0$ one finds $F = -\tfrac13 - \tfrac14 = -\tfrac7{12}$, so $F - S = \tfrac14$, inside the two-sided interval $[0, \tfrac5{18}]$.

```lean
#print axioms FanSternheimer.sternheimer_iff
-- 'FanSternheimer.sternheimer_iff' depends on axioms: [propext, Classical.choice, Quot.sound]
#print axioms FanSternheimer.hermitian_unconstrained
-- 'FanSternheimer.hermitian_unconstrained' depends on axioms: [propext, Classical.choice, Quot.sound]
#print axioms FanSternheimer.fan_sternheimer
-- 'FanSternheimer.fan_sternheimer' depends on axioms: [propext, Classical.choice, Quot.sound]
```
